# First-order shifts per unit xy coupling equal the exact level slopes at zero coupling in every shell of the isotropic 2D oscillator

Set $\hbar$, the mass and both frequencies to 1, and take
$$H(c)=\tfrac12(p_x^2+p_y^2+x^2+y^2)+c\,xy,\qquad |c|<1.$$
Shell $N$ is spanned by the number states $|N-k,k\rangle$, $k=0,\dots,N$, which are degenerate at $c=0$. The element $\langle i|x|j\rangle$ is $\sqrt{\max(i,j)/2}$ for $|i-j|=1$ and zero otherwise. The matrix of $xy$ in the shell is
$$A_{kj}=\langle N-k|x|N-j\rangle\,\langle k|y|j\rangle .$$
Degenerate perturbation theory gives the first-order shifts of the shell as $c$ times the eigenvalues of $A$. With $n$ and $m$ quanta in the two normal modes, the exact energy is
$$E_{nm}(c)=\sqrt{1+c}\,(n+\tfrac12)+\sqrt{1-c}\,(m+\tfrac12).$$

## Shell eigenvalues and level slopes

The eigenvalues of $A$ are exactly the slopes $E_{nm}'(0)=(n-m)/2$ with $n+m=N$. For $N=2$,
$$A=\begin{pmatrix}0&s&0\\ s&0&s\\ 0&s&0\end{pmatrix},\quad s=\tfrac1{\sqrt2},$$
with eigenvalues $1,0,-1$.

## Checking a degenerate block numerically

For two harmonic modes of equal frequency with bilinear coupling, this gives a closed-form check of a perturbation code that works in a number basis. Build $A$ from one-dimensional position elements, diagonalise it, and compare with finite differences of $E_{nm}$. The basis must contain the whole shell.

Differentiate at fixed $(n,m)$, not at fixed position in the sorted spectrum. For $N\ge1$ the branches of a shell cross at $c=0$, and since $E_{nm}(-c)=E_{mn}(c)$, a central difference of the sorted shell energies gives zero for small steps.

Equal frequencies matter. Replace the potential by $\tfrac12(1+\delta)x^2+\tfrac12(1-\delta)y^2+c\,xy$ with $0<\delta<1$. The squared mode frequencies become $1\pm\sqrt{\delta^2+c^2}$, so every level has zero slope at $c=0$. The block of $xy$ on $|1,0\rangle,|0,1\rangle$ still has two nonzero eigenvalues, but $c$ times these are no longer the first-order shifts.

## Eigenvectors from the coefficients of $(1+t)^n(1-t)^m$

With $u=(x+y)/\sqrt2$ and $v=(x-y)/\sqrt2$, the potential is $\tfrac12(1+c)u^2+\tfrac12(1-c)v^2$. This change of coordinates is orthogonal, so the kinetic energy keeps its form, which gives $E_{nm}$. Its slope is $\tfrac12(n+\tfrac12)-\tfrac12(m+\tfrac12)=(n-m)/2$.

Let $N=n+m$ and $P(t)=(1+t)^n(1-t)^m=\sum_k p_kt^k$. Differentiation gives
$$(1-t^2)P'=\big[(n-m)-Nt\big]P .$$
The constant term gives $p_1=(n-m)p_0$, and the coefficient of $t^{k+1}$ gives
$$(k+2)p_{k+2}+(N-k)p_k=(n-m)p_{k+1}.$$
Also $p_{N+1}=0$, because $P$ has degree at most $N$.

Put $w_k=\sqrt{k!(N-k)!}$ and $a_k=p_kw_k$. The nonzero matrix elements satisfy
$$A_{k,k+1}w_{k+1}=\tfrac12\sqrt{(N-k)(k+1)}\,w_{k+1}=\tfrac12(k+1)w_k,$$
$$A_{k,k-1}w_{k-1}=\tfrac12\sqrt{k(N-k+1)}\,w_{k-1}=\tfrac12(N-k+1)w_k .$$
Hence, with $p_{-1}=0$,
$$(Aa)_k=\tfrac12w_k\big[(k+1)p_{k+1}+(N-k+1)p_{k-1}\big]=\tfrac{n-m}{2}\,a_k .$$
Row $0$ uses the constant term, row $k+1$ uses the recurrence, and $p_{N+1}=0$ closes row $N$.

Since $p_0=1$, the vector $a$ is nonzero. The values $(n-m)/2=N/2-m$, $m=0,\dots,N$, are $N+1$ distinct eigenvalues in dimension $N+1$, so there are no others. For $N=2$ the normalised eigenvectors are $(\tfrac12,s,\tfrac12)$, $(s,0,-s)$ and $(\tfrac12,-s,\tfrac12)$, for $1,0,-1$.

## The Lean file

```lean
import Mathlib

open Polynomial Matrix Finset

namespace OscillatorShellPerturbation

noncomputable section

/-- Matrix element `⟨i|x|j⟩` of the position between number states of the unit oscillator. -/
def position (i j : ℕ) : ℝ :=
  if i = j + 1 then √((i : ℝ) / 2) else if j = i + 1 then √((j : ℝ) / 2) else 0

/-- Matrix of `xy` in the shell with `N` quanta, in the basis `|N - k, k⟩`, `k = 0, ..., N`. -/
def shellXY (N : ℕ) : Matrix (Fin (N + 1)) (Fin (N + 1)) ℝ :=
  Matrix.of fun i j => position (N - i) (N - j) * position i j

/-- Energy of two independent oscillators with frequencies `√(1 + c)` and `√(1 - c)`, holding `n`
and `m` quanta, for `-1 < c < 1`. -/
def energy (n m : ℕ) (c : ℝ) : ℝ :=
  √(1 + c) * (n + 1 / 2) + √(1 - c) * (m + 1 / 2)

/-- The polynomial `(1 + t)^n (1 - t)^m`. -/
def modePoly (n m : ℕ) : ℝ[X] := (1 + X) ^ n * (1 - X) ^ m

/-- The shell vector whose amplitude on `|n + m - k, k⟩` is `√(k! (n + m - k)!)` times the
coefficient of `t^k` in `(1 + t)^n (1 - t)^m`. -/
def mode (n m : ℕ) : Fin (n + m + 1) → ℝ := fun k =>
  (modePoly n m).coeff k * (√((k : ℕ).factorial : ℝ) * √((n + m - k).factorial : ℝ))

/-- The potential of the coupled oscillator separates in the coordinates `(x ± y)/√2`, with
squared frequencies `1 + c` and `1 - c`. -/
theorem potential_normal_modes (c x y : ℝ) :
    (x ^ 2 + y ^ 2) / 2 + c * (x * y) =
      (1 + c) / 2 * ((x + y) / √2) ^ 2 + (1 - c) / 2 * ((x - y) / √2) ^ 2 := by
  rw [div_pow, div_pow, Real.sq_sqrt (by norm_num)]
  ring

/-- The energy with `n` and `m` quanta in the two modes has slope `(n - m)/2` at `c = 0`. -/
theorem hasDerivAt_energy (n m : ℕ) :
    HasDerivAt (energy n m) (((n : ℝ) - m) / 2) 0 := by
  have h1 : HasDerivAt (fun c : ℝ => √(1 + c)) (1 / 2) 0 :=
    (((hasDerivAt_id' (0 : ℝ)).const_add 1).sqrt (by norm_num)).congr_deriv (by norm_num)
  have h2 : HasDerivAt (fun c : ℝ => √(1 - c)) (-1 / 2) 0 :=
    (((hasDerivAt_id' (0 : ℝ)).const_sub 1).sqrt (by norm_num)).congr_deriv (by norm_num)
  exact ((h1.mul_const ((n : ℝ) + 1 / 2)).fun_add
    (h2.mul_const ((m : ℝ) + 1 / 2))).congr_deriv (by ring)

/-- The coefficients of `(1 + t)^n (1 - t)^m` obey a three-term recurrence, and the one of
order `n + m + 1` vanishes. -/
theorem modePoly_recurrence (n m : ℕ) :
    (modePoly n m).coeff 1 = ((n : ℝ) - m) * (modePoly n m).coeff 0 ∧
    (∀ k : ℕ, ((k : ℝ) + 2) * (modePoly n m).coeff (k + 2) +
      ((n : ℝ) + m - k) * (modePoly n m).coeff k =
        ((n : ℝ) - m) * (modePoly n m).coeff (k + 1)) ∧
    (modePoly n m).coeff (n + m + 1) = 0 := by
  have h1 : (1 + X) * derivative ((1 + X : ℝ[X]) ^ n) = (n : ℝ[X]) * (1 + X) ^ n := by
    induction n with
    | zero => simp
    | succ k ih =>
      rw [pow_succ, derivative_mul, derivative_add, derivative_one, derivative_X]
      push_cast
      linear_combination (1 + X) * ih
  have h2 : (1 - X) * derivative ((1 - X : ℝ[X]) ^ m) = -(m : ℝ[X]) * (1 - X) ^ m := by
    induction m with
    | zero => simp
    | succ k ih =>
      rw [pow_succ, derivative_mul, derivative_sub, derivative_one, derivative_X]
      push_cast
      linear_combination (1 - X) * ih
  -- the first-order differential equation of the polynomial
  have ode : derivative (modePoly n m) - X * (X * derivative (modePoly n m)) =
      C ((n : ℝ) - m) * modePoly n m - X * (C ((n : ℝ) + m) * modePoly n m) := by
    simp only [modePoly, derivative_mul, C_sub, C_add, C_eq_natCast]
    linear_combination (1 - X) * (1 - X) ^ m * h1 + (1 + X) * (1 + X) ^ n * h2
  refine ⟨?_, fun k => ?_, ?_⟩
  · have h := congrArg (fun q => coeff q 0) ode
    simpa [coeff_derivative, mul_coeff_zero] using h
  · have hx : (X * derivative (modePoly n m)).coeff k = k * (modePoly n m).coeff k := by
      cases k with
      | zero => simp
      | succ j =>
        rw [coeff_X_mul, coeff_derivative]
        push_cast
        ring
    have h := congrArg (fun q => coeff q (k + 1)) ode
    simp only [coeff_sub, coeff_X_mul, coeff_C_mul, hx, coeff_derivative] at h
    push_cast at h
    linear_combination h
  · apply coeff_eq_zero_of_natDegree_lt
    have d1 : (1 + X : ℝ[X]).natDegree ≤ 1 := by compute_degree
    have d2 : (1 - X : ℝ[X]).natDegree ≤ 1 := by compute_degree
    have e1 := natDegree_pow_le_of_le n d1
    have e2 := natDegree_pow_le_of_le m d2
    have e3 := natDegree_mul_le_of_le e1 e2
    unfold modePoly
    omega

/-- Inside a shell `xy` moves one quantum between the two directions; with the weights
`w_j = √(j! (N - j)!)`, its matrix element between `k` and `j`, times `w_j`, is `w_k / 2` times a
natural number. -/
theorem hopping (N k j : ℕ) (hk : k ≤ N) (hj : j ≤ N) :
    position (N - k) (N - j) * position k j *
        (√(j.factorial : ℝ) * √((N - j).factorial : ℝ)) =
      √(k.factorial : ℝ) * √((N - k).factorial : ℝ) / 2 *
        ((if j = k + 1 then (k : ℝ) + 1 else 0) + (if j + 1 = k then (N : ℝ) - j else 0)) := by
  have up : ∀ a : ℕ, position (a + 1) a = √((a : ℝ) + 1) / √2 := fun a => by
    unfold position
    rw [if_pos rfl, Nat.cast_add_one, Real.sqrt_div (by positivity)]
  have down : ∀ a : ℕ, position a (a + 1) = √((a : ℝ) + 1) / √2 := fun a => by
    unfold position
    rw [if_neg (by omega), if_pos rfl, Nat.cast_add_one, Real.sqrt_div (by positivity)]
  have fact : ∀ a : ℕ, √((a + 1).factorial : ℝ) = √((a : ℝ) + 1) * √(a.factorial : ℝ) :=
    fun a => by
      rw [Nat.factorial_succ, Nat.cast_mul, Nat.cast_add_one, Real.sqrt_mul (by positivity)]
  have sq : ∀ a : ℕ, √((a : ℝ) + 1) * √((a : ℝ) + 1) = a + 1 := fun a =>
    Real.mul_self_sqrt (by positivity)
  have two : √(2 : ℝ) * √2 = 2 := Real.mul_self_sqrt (by norm_num)
  by_cases h1 : j = k + 1
  · subst h1
    obtain ⟨r, rfl⟩ := Nat.exists_eq_add_of_le hj
    rw [show k + 1 + r - k = r + 1 by omega, show k + 1 + r - (k + 1) = r by omega,
      up, down, fact, fact, if_pos rfl, if_neg (by omega), div_mul_div_comm, two]
    linear_combination (√((r : ℝ) + 1) * √(k.factorial : ℝ) * √(r.factorial : ℝ) / 2) * sq k
  · by_cases h2 : j + 1 = k
    · subst h2
      obtain ⟨r, rfl⟩ := Nat.exists_eq_add_of_le hk
      rw [show j + 1 + r - j = r + 1 by omega, show j + 1 + r - (j + 1) = r by omega,
        up, down, fact, fact, if_neg h1, if_pos rfl, div_mul_div_comm, two]
      push_cast
      linear_combination (√((j : ℝ) + 1) * √(j.factorial : ℝ) * √(r.factorial : ℝ) / 2) * sq r
    · have hz : position k j = 0 := by
        unfold position
        rw [if_neg (by omega), if_neg h1]
      rw [hz, if_neg h1, if_neg h2]
      ring

/-- The vector `mode n m` satisfies the eigenvalue equation of `xy` in the shell `n + m`, with
eigenvalue `(n - m)/2`. -/
theorem shellXY_mulVec_mode (n m : ℕ) :
    shellXY (n + m) *ᵥ mode n m = (((n : ℝ) - m) / 2) • mode n m := by
  obtain ⟨r0, r1, top⟩ := modePoly_recurrence n m
  ext ⟨k, hk⟩
  have hs : (shellXY (n + m) *ᵥ mode n m) ⟨k, hk⟩ =
      ∑ j ∈ range (n + m + 1), √(k.factorial : ℝ) * √((n + m - k).factorial : ℝ) / 2 *
        ((if j = k + 1 then ((k : ℝ) + 1) * (modePoly n m).coeff j else 0) +
          (if j + 1 = k then ((n : ℝ) + m - j) * (modePoly n m).coeff j else 0)) := by
    refine (Fin.sum_univ_eq_sum_range (fun j => position (n + m - k) (n + m - j) *
      position k j * ((modePoly n m).coeff j *
        (√(j.factorial : ℝ) * √((n + m - j).factorial : ℝ)))) (n + m + 1)).trans ?_
    refine Finset.sum_congr rfl fun j hj => ?_
    have h := hopping (n + m) k j (by omega) (by rw [Finset.mem_range] at hj; omega)
    rw [mul_left_comm, h]
    push_cast
    split_ifs <;> ring
  -- the upper neighbour is absent at the edge of the shell, where its coefficient vanishes
  have edge : (if k + 1 ∈ range (n + m + 1) then
      ((k : ℝ) + 1) * (modePoly n m).coeff (k + 1) else 0) =
      ((k : ℝ) + 1) * (modePoly n m).coeff (k + 1) := by
    split_ifs with h
    · rfl
    · have hkn : k = n + m := by
        rw [Finset.mem_range] at h
        omega
      rw [hkn, top, mul_zero]
  rw [hs, ← Finset.mul_sum, Finset.sum_add_distrib, Finset.sum_ite_eq', edge,
    Pi.smul_apply, smul_eq_mul]
  simp only [mode]
  cases k with
  | zero =>
    simp only [Nat.add_eq_zero_iff, one_ne_zero, and_false, if_false, Finset.sum_const_zero,
      Nat.cast_zero, zero_add, add_zero, one_mul, r0]
    ring
  | succ i =>
    simp only [Nat.add_right_cancel_iff]
    rw [Finset.sum_ite_eq', if_pos (Finset.mem_range.mpr (by omega))]
    push_cast
    linear_combination (√((i + 1).factorial : ℝ) *
      √((n + m - (i + 1)).factorial : ℝ) / 2) * r1 i

/-- In every shell, the eigenvalues of the matrix of `xy` are exactly the slopes at `c = 0` of
the energies `√(1 + c)(n + 1/2) + √(1 - c)(m + 1/2)` with `n + m = N`. -/
theorem shell_eigenvalues_iff_slopes (N : ℕ) (μ : ℝ) :
    Module.End.HasEigenvalue (Matrix.toLin' (shellXY N)) μ ↔
      ∃ n m : ℕ, n + m = N ∧ HasDerivAt (energy n m) μ 0 := by
  have eig : ∀ n m : ℕ, n + m = N →
      Module.End.HasEigenvalue (Matrix.toLin' (shellXY N)) (((n : ℝ) - m) / 2) := by
    rintro n m rfl
    refine Module.End.hasEigenvalue_of_hasEigenvector (x := mode n m)
      ⟨Module.End.mem_eigenspace_iff.mpr ?_, fun h => ?_⟩
    · rw [Matrix.toLin'_apply, shellXY_mulVec_mode]
    · have h0 := congrFun h 0
      have hc : (modePoly n m).coeff 0 = 1 := by
        simp [modePoly, coeff_zero_eq_eval_zero]
      simp [mode, hc] at h0
      exact Nat.factorial_ne_zero _ h0
  constructor
  · intro hμ
    by_contra hno
    -- a further eigenvalue would give N + 2 independent vectors in dimension N + 1
    have hne : ∀ k : Fin (N + 1), μ ≠ (N : ℝ) / 2 - (k : ℕ) := by
      intro k hk
      have hkN : (k : ℕ) ≤ N := by omega
      refine hno ⟨N - k, k, by omega, (hasDerivAt_energy _ _).congr_deriv ?_⟩
      rw [hk, Nat.cast_sub hkN]
      ring
    let ν : Option (Fin (N + 1)) → ℝ := fun o => o.elim μ fun k => (N : ℝ) / 2 - (k : ℕ)
    have hinj : Function.Injective ν := by
      rintro (_ | a) (_ | b) h
      · rfl
      · exact absurd h (hne b)
      · exact absurd h.symm (hne a)
      · have h' : (N : ℝ) / 2 - (a : ℕ) = (N : ℝ) / 2 - (b : ℕ) := h
        have hab : ((a : ℕ) : ℝ) = (b : ℕ) := by linarith
        exact congrArg some (Fin.ext (Nat.cast_injective hab))
    have hall : ∀ o, ∃ v, Module.End.HasEigenvector (Matrix.toLin' (shellXY N)) (ν o) v := by
      rintro (_ | k)
      · exact hμ.exists_hasEigenvector
      · have hkN : (k : ℕ) ≤ N := by omega
        have h := eig (N - k) k (by omega)
        rw [Nat.cast_sub hkN, show ((N : ℝ) - (k : ℕ) - (k : ℕ)) / 2 =
          (N : ℝ) / 2 - (k : ℕ) by ring] at h
        exact h.exists_hasEigenvector
    choose v hv using hall
    have hcard := (Module.End.eigenvectors_linearIndependent' _ ν hinj v hv).fintype_card_le_finrank
    rw [Fintype.card_option, Fintype.card_fin, Module.finrank_fin_fun] at hcard
    omega
  · rintro ⟨n, m, hN, hd⟩
    rw [hd.unique (hasDerivAt_energy n m)]
    exact eig n m hN

/-- In the second excited shell, with basis `|2,0⟩, |1,1⟩, |0,2⟩`, the matrix of `xy` has
entries `1/√2` next to the diagonal and zeros elsewhere. -/
theorem shellXY_two :
    shellXY 2 = !![0, 1 / √2, 0; 1 / √2, 0, 1 / √2; 0, 1 / √2, 0] := by
  ext i j
  fin_cases i <;> fin_cases j <;> simp [shellXY, position]

/-- The matrix of `xy` in the second excited shell has exactly the eigenvalues `1`, `0`
and `-1`. -/
theorem second_shell_eigenvalues (μ : ℝ) :
    Module.End.HasEigenvalue (Matrix.toLin'
      (!![0, 1 / √2, 0; 1 / √2, 0, 1 / √2; 0, 1 / √2, 0] : Matrix (Fin 3) (Fin 3) ℝ)) μ ↔
      μ = 1 ∨ μ = 0 ∨ μ = -1 := by
  have h := shell_eigenvalues_iff_slopes 2 μ
  rw [shellXY_two] at h
  refine h.trans ⟨?_, ?_⟩
  · rintro ⟨n, m, hN, hd⟩
    have hμ := hd.unique (hasDerivAt_energy n m)
    have hc : (n = 2 ∧ m = 0) ∨ (n = 1 ∧ m = 1) ∨ (n = 0 ∧ m = 2) := by omega
    rcases hc with ⟨rfl, rfl⟩ | ⟨rfl, rfl⟩ | ⟨rfl, rfl⟩
    · exact Or.inl (hμ.trans (by norm_num))
    · exact Or.inr (Or.inl (hμ.trans (by norm_num)))
    · exact Or.inr (Or.inr (hμ.trans (by norm_num)))
  · rintro (rfl | rfl | rfl)
    · exact ⟨2, 0, rfl, (hasDerivAt_energy 2 0).congr_deriv (by norm_num)⟩
    · exact ⟨1, 1, rfl, (hasDerivAt_energy 1 1).congr_deriv (by norm_num)⟩
    · exact ⟨0, 2, rfl, (hasDerivAt_energy 0 2).congr_deriv (by norm_num)⟩

end

end OscillatorShellPerturbation
```

```lean
#print axioms OscillatorShellPerturbation.potential_normal_modes
#print axioms OscillatorShellPerturbation.shell_eigenvalues_iff_slopes
#print axioms OscillatorShellPerturbation.second_shell_eigenvalues
```

```
'OscillatorShellPerturbation.potential_normal_modes' depends on axioms: [propext, Classical.choice, Quot.sound]
'OscillatorShellPerturbation.shell_eigenvalues_iff_slopes' depends on axioms: [propext, Classical.choice, Quot.sound]
'OscillatorShellPerturbation.second_shell_eigenvalues' depends on axioms: [propext, Classical.choice, Quot.sound]
```

## From the assumed matrix elements to the complete shell spectrum

`shell_eigenvalues_iff_slopes` says that, for every natural `N` and real `μ`, `μ` is an eigenvalue of `shellXY N` if and only if some `n`, `m` with `n + m = N` make `μ` the derivative of `energy n m` at zero. `HasEigenvalue` refers to the linear map of the matrix, and `HasDerivAt` includes differentiability. `second_shell_eigenvalues` is the explicit $3\times3$ case.

The physics enters through definitions: `position` postulates the oscillator matrix elements, and `energy` postulates the spectrum of two independent oscillators. `potential_normal_modes` proves the splitting of the potential only. The file contains no Hamiltonian operator, no general perturbation theorem and no error bound at finite $c$.

`modePoly_recurrence` obtains the differential equation by induction on each power, then compares coefficients. `hopping` proves the two weighted matrix-element formulas by cases. `shellXY_mulVec_mode` collapses the row sum to its neighbours and applies the recurrence; its `edge` step handles row $N$. In the main theorem, `by_contra` supposes a further eigenvalue, which would give $N+2$ independent vectors in dimension $N+1$. The case $N=2$ follows by listing the three pairs $(n,m)$.
